# At g = 1 the second field derivative of the transverse-field Ising ring's ground-state energy per site diverges as −(ln N)/π

For an Ising ring of N sites in a transverse field g ≥ 0, with the exchange coupling as the unit of energy, take the free-fermion formula for the ground-state energy per site

e_N(g) = −(1/N) Σ_{j=0}^{N−1} √(1 + g² − 2g cos k_j), k_j = (2j+1)π/N.

Its curvature at the critical field g = 1 satisfies, for every N ≥ 1,

|e_N″(1) + (ln N)/π| ≤ 2.

Hence e_N″(1)/ln N → −1/π and e_N″(1) → −∞. The transverse magnetisation per site, taken as the mean of the Pauli matrix σˣ, is −e_N′, so the susceptibility −e_N″(1) of this non-interacting fermion model has no finite limit as the ring grows.

```lean
import Mathlib

open Real Filter Topology
open Finset (range)

namespace IsingCriticalSusceptibility

noncomputable section
```

## Momenta and mode energies

For g ≥ 0 the formula for e_N is the ground-state energy per site of the ferromagnetic spin ring −Σ_i (σᶻ_i σᶻ_{i+1} + g σˣ_i), where σᶻ and σˣ are Pauli matrices, site N+1 is site 1, and the exchange coupling is the unit of energy. It is the starting point here: the reduction from spins to fermions is not part of the development.

Half momenta make the critical mode energy simple, so set

θ_j = k_j/2 = (2j+1)π/(2N).

In Lean this is `θ N j`, with natural numbers `N` and `j` and a real value.

```lean
/-- Half the momentum of mode `j`, `(2j+1)π/(2N)`, on a ring of `N ≥ 1` sites. -/
def θ (N j : ℕ) : ℝ := (2 * j + 1) * π / (2 * N)
```

Exciting the mode with momentum 2x costs twice the following quantity, which we call its mode energy:

ε(g, x) = √(1 + g² − 2g cos 2x).

```lean
/-- Half the excitation energy, in units of the exchange coupling, of the free-fermion mode of
momentum `2x` in the transverse field `g`. -/
def ε (g x : ℝ) : ℝ := √(1 + g ^ 2 - 2 * g * cos (2 * x))
```

The energy per site is minus the average of ε over the N modes. `energy N` is thus a function of the real field g, which can be differentiated at fixed size when g > 0.

```lean
/-- For `g ≥ 0`, the ground-state energy per site of the Ising ring with `N ≥ 1` sites, in units of
the exchange coupling. -/
def energy (N : ℕ) (g : ℝ) : ℝ := -(1 / (N : ℝ)) * ∑ j ∈ range N, ε g (θ N j)
```

The logarithm will come from the sum of odd reciprocals

O_N = Σ_{j=0}^{N−1} 1/(2j+1).

```lean
/-- The sum of the first `N` odd reciprocals. -/
def oddSum (N : ℕ) : ℝ := ∑ j ∈ range N, 1 / (2 * (j : ℝ) + 1)
```

For j = 0, …, N−1 we have 0 < 2j+1 < 2N, and therefore 0 < θ_j < π. Every sin θ_j is then positive, and no mode has zero momentum.

```lean
/-- Half of each allowed momentum lies strictly between `0` and `π`. -/
theorem θ_mem {N j : ℕ} (h : j ∈ range N) : 0 < θ N j ∧ θ N j < π := by
  have hj : (j : ℝ) + 1 ≤ N := by exact_mod_cast Finset.mem_range.mp h
  have hN : (0 : ℝ) < 2 * N := by linarith [(Nat.cast_nonneg j : (0 : ℝ) ≤ j)]
  refine ⟨div_pos (by positivity) hN, ?_⟩
  rw [θ, div_lt_iff₀ hN, mul_comm π]
  exact mul_lt_mul_of_pos_right (by linarith) pi_pos
```

The periodic momenta 2πj/N belong to a fermion ring with periodic boundary conditions. They include k = 0, where the same square root gives |1 − g|. With that kink the corresponding sum would have no second derivative at g = 1.

## Two derivatives of one mode

The radicand can be written as

1 + g² − 2g cos 2x = (1 − g)² + 4g sin² x,

which is positive when g > 0 and sin x > 0. The square root is then differentiable, and

∂ε/∂g = (g − cos 2x)/ε.

The quotient rule gives

∂²ε/∂g² = [ε² − (g − cos 2x)²]/ε³ = sin² 2x/ε³,

because ε² = (g − cos 2x)² + sin² 2x. `HasDerivAt` states both that a derivative exists and what it is. In the proof, `linear_combination` carries out the last simplification from the formula for ε² and sin² + cos² = 1.

```lean
/-- For `g > 0` and `sin x > 0` the first two field derivatives of the mode energy `ε` are
`(g - cos 2x)/ε` and `sin² 2x/ε³`. -/
theorem ε_derivs {g x : ℝ} (hg : 0 < g) (hs : 0 < sin x) :
    HasDerivAt (fun y => ε y x) ((g - cos (2 * x)) / ε g x) g ∧
    HasDerivAt (fun y => (y - cos (2 * x)) / ε y x) (sin (2 * x) ^ 2 / ε g x ^ 3) g := by
  have h : 0 < 1 + g ^ 2 - 2 * g * cos (2 * x) := by
    rw [Real.cos_two_mul, Real.cos_sq', show 1 + g ^ 2 - 2 * g * (2 * (1 - sin x ^ 2) - 1)
      = (1 - g) ^ 2 + 4 * (g * sin x ^ 2) by ring]
    positivity
  have hp : 0 < ε g x := Real.sqrt_pos.mpr h
  have hq : ε g x ^ 2 = 1 + g ^ 2 - 2 * g * cos (2 * x) := Real.sq_sqrt h.le
  have hr : HasDerivAt (fun y : ℝ => 1 + y ^ 2 - 2 * y * cos (2 * x))
      (2 * g - 2 * cos (2 * x)) g :=
    ((((hasDerivAt_id' g).fun_pow 2).const_add 1).fun_sub
      (((hasDerivAt_id' g).const_mul 2).mul_const (cos (2 * x)))).congr_deriv (by simp)
  have h1 : HasDerivAt (fun y => ε y x) ((g - cos (2 * x)) / ε g x) g :=
    (hr.sqrt h.ne').congr_deriv (by
      change _ / (2 * ε g x) = _
      rw [← mul_sub, mul_div_mul_left _ _ two_ne_zero])
  refine ⟨h1, (((hasDerivAt_id' g).sub_const _).fun_div h1 hp.ne').congr_deriv ?_⟩
  change (1 * ε g x - (g - cos (2 * x)) * ((g - cos (2 * x)) / ε g x)) / ε g x ^ 2 = _
  rw [div_eq_div_iff (pow_pos hp 2).ne' (pow_pos hp 3).ne']
  linear_combination (-(g - cos (2 * x)) * ε g x ^ 2) * div_mul_cancel₀ (g - cos (2 * x)) hp.ne'
    + ε g x ^ 2 * hq - ε g x ^ 2 * Real.sin_sq_add_cos_sq (2 * x)
```

Summing over modes gives, for every g > 0,

e_N′(g) = −(1/N) Σ_j (g − cos 2θ_j)/ε(g, θ_j).

```lean
/-- In a positive field the ring energy is differentiable, mode by mode. -/
theorem energy_hasDerivAt (N : ℕ) {g : ℝ} (hg : 0 < g) : HasDerivAt (energy N)
    (-(1 / (N : ℝ)) * ∑ j ∈ range N, (g - cos (2 * θ N j)) / ε g (θ N j)) g := by
  change HasDerivAt (fun y => -(1 / (N : ℝ)) * ∑ j ∈ range N, ε y (θ N j)) _ g
  refine HasDerivAt.const_mul _ (HasDerivAt.fun_sum fun j hj => ?_)
  exact (ε_derivs hg (sin_pos_of_pos_of_lt_pi (θ_mem hj).1 (θ_mem hj).2)).1
```

## The curvature at the critical field

At g = 1 the radicand is 4 sin² θ, so ε(1, θ) = 2 sin θ on (0, π). The second derivative of one mode becomes

sin² 2θ/(2 sin θ)³ = 4 sin² θ cos² θ/(8 sin³ θ) = cos² θ/(2 sin θ),

and the ring has

e_N″(1) = −(1/(2N)) Σ_j cos² θ_j/sin θ_j.

The Lean statement differentiates `deriv (energy N)`, the actual first derivative. The formula for e_N′ holds at all positive fields, hence throughout a neighbourhood of 1, and that allows it to be differentiated in place of `deriv (energy N)`.

```lean
/-- At `g = 1` the second derivative of the ring energy is `-1/(2N)` times the sum of `cos² θ/sin θ`
over the half momenta `θ`. -/
theorem critical_curvature (N : ℕ) : HasDerivAt (deriv (energy N))
    (-(1 / (2 * (N : ℝ))) * ∑ j ∈ range N, cos (θ N j) ^ 2 / sin (θ N j)) 1 := by
  have h : HasDerivAt (fun y : ℝ => -(1 / (N : ℝ)) * ∑ j ∈ range N,
      (y - cos (2 * θ N j)) / ε y (θ N j))
      (-(1 / (N : ℝ)) * ∑ j ∈ range N, 1 / 2 * (cos (θ N j) ^ 2 / sin (θ N j))) 1 := by
    refine HasDerivAt.const_mul _ (HasDerivAt.fun_sum fun j hj => ?_)
    have hs := sin_pos_of_pos_of_lt_pi (θ_mem hj).1 (θ_mem hj).2
    refine (ε_derivs one_pos hs).2.congr_deriv ?_
    -- the critical dispersion is `2 sin θ`
    have e : 1 + (1 : ℝ) ^ 2 - 2 * 1 * cos (2 * θ N j) = (2 * sin (θ N j)) ^ 2 := by
      rw [Real.cos_two_mul, Real.cos_sq']
      ring
    rw [ε, e, Real.sqrt_sq (by positivity), Real.sin_two_mul, div_eq_iff (by positivity)]
    linear_combination (-4 * sin (θ N j) ^ 2) * div_mul_cancel₀ (cos (θ N j) ^ 2) hs.ne'
  rw [← Finset.mul_sum] at h
  refine (h.congr_of_eventuallyEq ?_).congr_deriv (by ring)
  filter_upwards [Ioi_mem_nhds (zero_lt_one' ℝ)] with y hy using (energy_hasDerivAt N hy).deriv
```

## Isolating the two poles

The summand is large near θ = 0 and θ = π, the two ends at which the critical mode energy vanishes. We compare it with 1/x + 1/(π − x).

Let 0 < y ≤ π/2. From y cos y ≤ sin y and 0 ≤ cos y ≤ 1 follows

cos² y/sin y ≤ 1/y.

From sin y ≤ y and sin y ≤ 1 follows

cos² y/sin y = 1/sin y − sin y ≥ 1/y − 1.

The other pole is harmless on this half of the interval, since π − y ≥ 1 gives 0 < 1/(π − y) ≤ 1. The difference between the summand and the two poles therefore lies between −2 and 0. The auxiliary claim `key` proves the bound on this half, and the substitution x → π − x carries it to the other half.

```lean
/-- For `0 < x < π`, `cos² x/sin x` differs from `1/x + 1/(π - x)` by at most two. -/
theorem pole_bound {x : ℝ} (h0 : 0 < x) (hπ : x < π) :
    |cos x ^ 2 / sin x - (1 / x + 1 / (π - x))| ≤ 2 := by
  have key : ∀ y : ℝ, 0 < y → y ≤ π / 2 →
      |cos y ^ 2 / sin y - (1 / y + 1 / (π - y))| ≤ 2 := by
    intro y hy hy2
    have hs : 0 < sin y := sin_pos_of_pos_of_lt_pi hy (by linarith)
    have hc : 0 ≤ cos y := cos_nonneg_of_neg_pi_div_two_le_of_le (by linarith) hy2
    have ht : y * cos y ≤ sin y := by
      rcases hy2.lt_or_eq with h | h
      · have t := Real.lt_tan hy h
        rw [Real.tan_eq_sin_div_cos,
          lt_div_iff₀ (cos_pos_of_mem_Ioo ⟨by linarith, h⟩)] at t
        exact t.le
      · rw [h, Real.cos_pi_div_two, mul_zero, Real.sin_pi_div_two]
        exact zero_le_one
    have hu : cos y ^ 2 / sin y ≤ 1 / y := by
      rw [div_le_div_iff₀ hs hy, sq, mul_assoc, mul_comm (cos y) y]
      exact mul_le_mul (Real.cos_le_one y) ht (mul_nonneg hy.le hc) zero_le_one
    have e : cos y ^ 2 / sin y = 1 / sin y - sin y := by
      rw [Real.cos_sq', sub_div, sq, mul_self_div_self]
    have hl := one_div_le_one_div_of_le hs (Real.sin_le hy.le)
    have hq : 1 ≤ π - y := by linarith [pi_gt_three]
    have hr : 1 / (π - y) ≤ 1 := (div_le_one (by linarith)).mpr hq
    have hr0 : 0 < 1 / (π - y) := one_div_pos.mpr (by linarith)
    rw [abs_le]
    constructor <;> linarith [Real.sin_le_one y]
  rcases le_total x (π / 2) with h | h
  · exact key x h0 h
  · have := key (π - x) (by linarith) (by linarith)
    rwa [Real.cos_pi_sub, neg_sq, Real.sin_pi_sub, sub_sub_cancel,
      add_comm (1 / (π - x))] at this
```

## The odd reciprocals give half a logarithm

For n ≥ 0, induction proves

½ ln(2n+3) ≤ O_{n+1} ≤ 1 + ½ ln(2n+1).

At n = 0 this reads ½ ln 3 ≤ 1 ≤ 1, which holds because ln 3 ≤ 2. The induction step adds 1/(2n+3) to the sum, and the inequality ln t ≤ t − 1 supplies

ln(2n+5) − ln(2n+3) ≤ 2/(2n+3) ≤ ln(2n+3) − ln(2n+1).

In the code, `st` is this logarithm estimate and is used once for each side. With N = n+1 we have ln N ≤ ln(2n+3) and ln(2n+1) ≤ ln 2 + ln N ≤ 1 + ln N. Consequently

|O_N − ½ ln N| ≤ 3/2.

```lean
/-- For `N ≥ 1` the sum of the first `N` odd reciprocals is `(ln N)/2` up to `3/2`. -/
theorem oddSum_bound {N : ℕ} (hN : 1 ≤ N) : |oddSum N - log N / 2| ≤ 3 / 2 := by
  have st : ∀ x y d : ℝ, 0 < x → 0 < y → y - x = d → log y - log x ≤ d * (1 / x) := by
    intro x y d hx hy e
    have h := Real.log_le_sub_one_of_pos (div_pos hy hx)
    rw [Real.log_div hy.ne' hx.ne'] at h
    rwa [← e, mul_one_div, sub_div, div_self hx.ne']
  have key : ∀ n : ℕ, log (2 * (n : ℝ) + 3) / 2 ≤ oddSum (n + 1) ∧
      oddSum (n + 1) ≤ 1 + log (2 * (n : ℝ) + 1) / 2 := by
    intro n
    induction n with
    | zero =>
      have h1 : oddSum 1 = 1 := by simp [oddSum]
      have h3 := Real.log_le_sub_one_of_pos (zero_lt_three' ℝ)
      simp only [Nat.cast_zero, mul_zero, zero_add, Real.log_one, h1]
      constructor <;> linarith
    | succ n ih =>
      have a := st (2 * n + 3) (2 * n + 5) 2 (by positivity) (by positivity) (by ring)
      have b := st (2 * n + 3) (2 * n + 1) (-2) (by positivity) (by positivity) (by ring)
      have e1 : 2 * ((n : ℝ) + 1) + 1 = 2 * n + 3 := by ring
      have e3 : 2 * ((n : ℝ) + 1) + 3 = 2 * n + 5 := by ring
      rw [oddSum, Finset.sum_range_succ, ← oddSum, Nat.cast_add, Nat.cast_one, e1, e3]
      constructor <;> linarith [ih.1, ih.2]
  obtain ⟨n, rfl⟩ : ∃ n, N = n + 1 := ⟨N - 1, by omega⟩
  have hn : (0 : ℝ) ≤ n := Nat.cast_nonneg n
  have a : log ((n : ℝ) + 1) ≤ log (2 * n + 3) := Real.log_le_log (by linarith) (by linarith)
  have b : log (2 * (n : ℝ) + 1) ≤ log (2 * ((n : ℝ) + 1)) :=
    Real.log_le_log (by linarith) (by linarith)
  rw [Real.log_mul two_ne_zero (by linarith)] at b
  have c := Real.log_le_sub_one_of_pos (zero_lt_two' ℝ)
  rw [Nat.cast_add, Nat.cast_one, abs_le]
  constructor <;> linarith [(key n).1, (key n).2]
```

## An explicit bound at every size

The first pole sums to

Σ_j 1/θ_j = (2N/π) O_N.

Since π − θ_j = θ_{N−1−j}, the second pole gives the same sum in reverse order; `Finset.sum_range_reflect` performs this reversal. Each of the N summands differs from its poles by at most 2, so

Σ_j cos² θ_j/sin θ_j = (4N/π) O_N + R, |R| ≤ 2N.

Inserting this into the curvature yields

e_N″(1) + (ln N)/π = −R/(2N) − (2/π)(O_N − ½ ln N).

The first term on the right has size at most 1. The second has size at most (2/π)(3/2) = 3/π, which is below 1. In Lean these two estimates are `hR` and `hO`, the identity is `e`, and `linarith` adds the errors.

The only hypothesis is `1 ≤ N`. For N = 1 the energy is −(1 + g) when g > 0, so the curvature and the logarithm are both zero. The constant 2 is generous: the bound by itself fixes the sign of e_N″(1) only once ln N > 2π, that is, from N = 536 on.

```lean
/-- For every ring of `N ≥ 1` sites the second derivative of the energy at `g = 1` equals
`-(ln N)/π` up to an error of at most `2`. -/
theorem critical_curvature_bound {N : ℕ} (hN : 1 ≤ N) :
    |deriv (deriv (energy N)) 1 + log N / π| ≤ 2 := by
  have hN' : (0 : ℝ) < N * 2 := by positivity
  have hi : (N : ℝ) * (N : ℝ)⁻¹ = 1 := mul_inv_cancel₀ (by positivity)
  have h1 : ∑ j ∈ range N, 1 / θ N j = 2 * N / π * oddSum N := by
    rw [oddSum, Finset.mul_sum]
    refine Finset.sum_congr rfl fun j _ => ?_
    rw [θ, one_div_div, div_mul_div_comm, mul_one, mul_comm π]
  -- reflecting the momenta exchanges the two poles
  have h2 : ∑ j ∈ range N, 1 / (π - θ N j) = ∑ j ∈ range N, 1 / θ N j := by
    rw [← Finset.sum_range_reflect (fun j => 1 / θ N j) N]
    refine Finset.sum_congr rfl fun j hj => ?_
    have hj' := Finset.mem_range.mp hj
    have e : π - θ N j = θ N (N - 1 - j) := by
      rw [θ, θ, Nat.sub_sub, Nat.cast_sub (by omega), Nat.cast_add, Nat.cast_one]
      linear_combination (-π) * hi
    rw [e]
  have hS : |∑ j ∈ range N, cos (θ N j) ^ 2 / sin (θ N j)
      - (2 * N / π * oddSum N + 2 * N / π * oddSum N)| ≤ N * 2 := by
    rw [← h1]
    nth_rewrite 2 [← h2]
    rw [← Finset.sum_add_distrib, ← Finset.sum_sub_distrib]
    exact (Finset.abs_sum_le_sum_abs _ _).trans ((Finset.sum_le_card_nsmul _ _ 2
      fun j hj => pole_bound (θ_mem hj).1 (θ_mem hj).2).trans (by simp))
  have hO : |2 / π * (oddSum N - log N / 2)| ≤ 2 / 3 * (3 / 2) := by
    rw [abs_mul, abs_of_pos (div_pos two_pos pi_pos)]
    exact mul_le_mul (div_le_div_of_nonneg_left (by norm_num) (by norm_num) pi_gt_three.le)
      (oddSum_bound hN) (abs_nonneg _) (by norm_num)
  have hR := (div_le_one hN').mpr hS
  rw [← abs_of_pos hN', ← abs_div, abs_le] at hR
  rw [abs_le] at hO
  have e : deriv (deriv (energy N)) 1 + log N / π
      = -((∑ j ∈ range N, cos (θ N j) ^ 2 / sin (θ N j)
        - (2 * N / π * oddSum N + 2 * N / π * oddSum N)) / (N * 2))
        - 2 / π * (oddSum N - log N / 2) := by
    rw [(critical_curvature N).deriv]
    linear_combination (-(2 / π * oddSum N)) * hi
  rw [e, abs_le]
  constructor <;> linarith [hR.1, hR.2, hO.1, hO.2]
```

## The limit of growing rings

For N ≥ 2, dividing by ln N > 0 gives

|e_N″(1)/ln N + 1/π| ≤ 2/ln N → 0.

The same bound also gives

e_N″(1) ≤ 2 − (ln N)/π → −∞.

The theorem states these two limits. `Tendsto … atTop (𝓝 (-1 / π))` is convergence to −1/π as N → ∞, and `atBot` stands for minus infinity. The first half of the proof squeezes the error under 2/ln N, and the second compares the curvature with the falling upper bound.

The field is held at exactly g = 1 while N grows. The theorem does not describe fields that approach 1 together with growing size, nor rings with interactions between the fermions.

```lean
/-- As the ring grows, the second derivative of the energy at `g = 1` divided by `ln N` tends
to `-1/π`, and the second derivative itself tends to minus infinity. -/
theorem critical_curvature_diverges :
    Tendsto (fun N : ℕ => deriv (deriv (energy N)) 1 / log N) atTop (𝓝 (-1 / π)) ∧
    Tendsto (fun N : ℕ => deriv (deriv (energy N)) 1) atTop atBot := by
  have hlog : Tendsto (fun N : ℕ => log (N : ℝ)) atTop atTop :=
    Real.tendsto_log_atTop.comp tendsto_natCast_atTop_atTop
  constructor
  · rw [← tendsto_sub_nhds_zero_iff]
    refine squeeze_zero_norm' (a := fun N : ℕ => 2 / log (N : ℝ)) ?_
      (tendsto_const_nhds.div_atTop hlog)
    filter_upwards [eventually_ge_atTop 2] with N hN
    have hL : 0 < log (N : ℝ) := Real.log_pos (by exact_mod_cast hN)
    have e : deriv (deriv (energy N)) 1 / log N - -1 / π
        = (deriv (deriv (energy N)) 1 + log N / π) / log N := by
      linear_combination (-1 / π) * mul_inv_cancel₀ hL.ne'
    rw [e, Real.norm_eq_abs, abs_div, abs_of_pos hL]
    exact div_le_div_of_nonneg_right (critical_curvature_bound (by omega)) hL.le
  · refine tendsto_atBot_mono' _ ?_ (tendsto_atBot_add_const_left _ 2
      (tendsto_neg_atTop_atBot.comp (hlog.atTop_div_const pi_pos)))
    filter_upwards [eventually_ge_atTop 1] with N hN
    change _ ≤ 2 + -(log (N : ℝ) / π)
    linarith [(abs_le.mp (critical_curvature_bound hN)).2]

end

end IsingCriticalSusceptibility
```

```lean
#print axioms IsingCriticalSusceptibility.energy_hasDerivAt
#print axioms IsingCriticalSusceptibility.critical_curvature_diverges
```

```
'IsingCriticalSusceptibility.energy_hasDerivAt' depends on axioms: [propext, Classical.choice, Quot.sound]
'IsingCriticalSusceptibility.critical_curvature_diverges' depends on axioms: [propext, Classical.choice, Quot.sound]
```
